# Under Dynamical Parity, the One-Period Propagator Is the Square of $PU(T/2)$

Let $H(t)$ be a Hermitian $n\times n$ matrix for every real time $t$, and let $U(t)$ be its propagator, so that $U'=-iHU$ and $U(0)=1$, with $\hbar=1$. If a matrix $P$ satisfies $P^2=1$ and $H(t+T/2)=P\,H(t)\,P$ for all $t$, then

$$U(T)=\bigl(P\,U(T/2)\bigr)^2 .$$

For a finite-dimensional driven system with this symmetry, a simulation therefore needs to propagate over only half a period to obtain $U(T)$.

## From conserved overlaps to the square

Let $V$ and $W$ be matrix solutions of the Schrödinger equation. Since $H^\dagger=H$,

$$(V^\dagger W)'=(-iHV)^\dagger W+V^\dagger(-iHW)=iV^\dagger HW-iV^\dagger HW=0 .$$

Taking $V=W=U$ gives $U^\dagger U=1$, hence also $UU^\dagger=1$ for square matrices. The overlap of $U$ with any solution $V$ gives $U(t)^\dagger V(t)=V(0)$, so $V(t)=U(t)V(0)$.

Now take a more general symmetry, $H(t+\tau)=P\,H(t)\,Q$ with $QP=1$ and a fixed time shift $\tau$. The matrix $V(t)=Q\,U(t+\tau)$ satisfies

$$V'(t)=-iQ\,H(t+\tau)U(t+\tau)=-i\,QP\,H(t)\,Q\,U(t+\tau)=-iH(t)V(t),$$

and $V(0)=Q\,U(\tau)$. Hence $Q\,U(t+\tau)=U(t)\,Q\,U(\tau)$. Multiplying by $P$ from the left and using $PQ=1$,

$$U(t+\tau)=P\,U(t)\,Q\,U(\tau).$$

With $Q=P$ and $t=\tau=T/2$ this becomes $U(T)=P\,U(T/2)\,P\,U(T/2)$, which is the claim.

Conversely, suppose that the factorization holds at all $t$. Differentiating it and inserting $QP=1$ gives

$$-iH(t+\tau)U(t+\tau)=-iP\,H(t)\,QP\,U(t)\,Q\,U(\tau)=-iP\,H(t)\,Q\,U(t+\tau).$$

Cancelling $-i$ and the invertible $U(t+\tau)$ recovers the symmetry of $H$.

## Matrix solutions and the propagator in Lean

The index type `n` is finite, and `H` and `U` are functions from real time to complex matrices.

```lean
import Mathlib

open Matrix

namespace DynamicalParity

noncomputable section

variable {n : Type*} [Fintype n] [DecidableEq n]
```

Differentiation in time is entrywise.

```lean
/-- The time-dependent matrix `A` has derivative `A'` at time `t`, entry by entry. -/
def HasMatrixDerivAt (A : ℝ → Matrix n n ℂ) (A' : Matrix n n ℂ) (t : ℝ) : Prop :=
  ∀ i j, HasDerivAt (fun s => A s i j) (A' i j) t
```

`Solves` is the Schrödinger equation at every real time, for a matrix that need not start at the identity.

```lean
/-- `V` solves the Schrödinger equation `V' = -i H V` at all times. -/
def Solves (H V : ℝ → Matrix n n ℂ) : Prop :=
  ∀ t, HasMatrixDerivAt V ((-Complex.I) • (H t * V t)) t
```

`IsPropagator` adds the initial condition. The theorems take a propagator as given and do not construct it; continuity of $H$, which would guarantee its existence, is then not needed.

```lean
/-- `U` is the propagator of `H`: it solves the Schrödinger equation and `U 0 = 1`. -/
structure IsPropagator (H U : ℝ → Matrix n n ℂ) : Prop where
  schrodinger : Solves H U
  initial : U 0 = 1
```

The product rule comes from differentiating the finite sum $\sum_k A_{ik}B_{kj}$ term by term.

```lean
variable {H U V W : ℝ → Matrix n n ℂ} {P Q : Matrix n n ℂ} {τ : ℝ}

omit [DecidableEq n] in
/-- The product rule for time-dependent matrices, with the order of factors kept. -/
theorem HasMatrixDerivAt.mul {A B : ℝ → Matrix n n ℂ} {A' B' : Matrix n n ℂ} {t : ℝ}
    (hA : HasMatrixDerivAt A A' t) (hB : HasMatrixDerivAt B B' t) :
    HasMatrixDerivAt (fun s => A s * B s) (A' * B t + A t * B') t := by
  intro i j
  have h := HasDerivAt.fun_sum (u := Finset.univ)
    (fun k _ => (hA i k).fun_mul (hB k j))
  simpa only [Matrix.mul_apply, Matrix.add_apply, Finset.sum_add_distrib] using h
```

## Unitarity and uniqueness from one conserved matrix

In the next proof, `e` is the cancellation of the two terms in $(V^\dagger W)'$. Each entry then has zero derivative and is constant.

```lean
omit [DecidableEq n] in
/-- For Hermitian `H`, the overlap matrix `V† W` of two solutions keeps its initial value. -/
theorem overlap_conserved (hH : ∀ t, (H t).IsHermitian) (hV : Solves H V)
    (hW : Solves H W) (t : ℝ) : (V t)ᴴ * W t = (V 0)ᴴ * W 0 := by
  have key : ∀ s, HasMatrixDerivAt (fun r => (V r)ᴴ * W r) 0 s := by
    intro s
    have hVs : HasMatrixDerivAt (fun r => (V r)ᴴ) ((-Complex.I) • (H s * V s))ᴴ s :=
      fun i j => (hV s j i).star
    have hs : star (-Complex.I) = Complex.I := by simp
    -- the two contributions cancel because `H` is Hermitian
    have e : ((-Complex.I) • (H s * V s))ᴴ * W s
        + (V s)ᴴ * ((-Complex.I) • (H s * W s)) = 0 := by
      rw [conjTranspose_smul, conjTranspose_mul, (hH s).eq, hs, Matrix.smul_mul,
        Matrix.mul_smul, Matrix.mul_assoc, neg_smul, add_neg_cancel]
    rw [← e]
    exact hVs.mul (hW s)
  ext i j
  exact is_const_of_deriv_eq_zero (f := fun s => ((V s)ᴴ * W s) i j)
    (fun s => (key s i j).differentiableAt) (fun s => (key s i j).deriv) t 0
```

The two consequences follow as in the derivation: first unitarity, then the form of every solution.

```lean
/-- The propagator of a Hermitian `H` is unitary. -/
theorem propagator_unitary (hH : ∀ t, (H t).IsHermitian) (hU : IsPropagator H U) (t : ℝ) :
    U t * (U t)ᴴ = 1 := by
  have h := overlap_conserved hH hU.schrodinger hU.schrodinger t
  rw [hU.initial, conjTranspose_one, one_mul] at h
  exact mul_eq_one_comm.mp h

/-- For Hermitian `H`, every matrix solution is the propagator applied to its initial value. -/
theorem solution_eq (hH : ∀ t, (H t).IsHermitian) (hU : IsPropagator H U)
    (hV : Solves H V) (t : ℝ) : V t = U t * V 0 := by
  have h := overlap_conserved hH hU.schrodinger hV t
  rw [hU.initial, conjTranspose_one, one_mul] at h
  rw [← h, ← mul_assoc, propagator_unitary hH hU t, one_mul]
```

## Shifting time by a symmetry

`hV` shows that $Q\,U(t+\tau)$ solves the original equation, with `e` inserting $QP=1$. `solution_eq` then fixes it by its initial value, and the last `calc` multiplies by $P$.

```lean
/-- If a time shift by `τ` acts on a Hermitian `H` as conjugation by `P` (with inverse `Q`), then `U
(t + τ) = P U(t) Q U(τ)`. -/
theorem propagator_shift (hH : ∀ t, (H t).IsHermitian) (hU : IsPropagator H U)
    (hQP : Q * P = 1) (hsym : ∀ t, H (t + τ) = P * H t * Q) (t : ℝ) :
    U (t + τ) = P * U t * Q * U τ := by
  -- the shifted and transformed propagator solves the original equation
  have hV : Solves H (fun s => Q * U (s + τ)) := by
    intro s
    have d1 : HasMatrixDerivAt (fun r => U (r + τ))
        ((-Complex.I) • (H (s + τ) * U (s + τ))) s :=
      fun i j => HasDerivAt.comp_add_const s τ (hU.schrodinger (s + τ) i j)
    have d0 : HasMatrixDerivAt (fun _ => Q) 0 s := fun i j => hasDerivAt_const s (Q i j)
    have e : (-Complex.I) • (H s * (Q * U (s + τ)))
        = 0 * U (s + τ) + Q * ((-Complex.I) • (H (s + τ) * U (s + τ))) := by
      rw [hsym, zero_mul, zero_add, Matrix.mul_smul]
      congr 1
      calc H s * (Q * U (s + τ)) = (Q * P) * (H s * (Q * U (s + τ))) := by
            rw [hQP, one_mul]
        _ = Q * (P * H s * Q * U (s + τ)) := by simp only [mul_assoc]
    change HasMatrixDerivAt _ ((-Complex.I) • (H s * (Q * U (s + τ)))) s
    rw [e]
    exact d0.mul d1
  have h : Q * U (t + τ) = U t * (Q * U (0 + τ)) := solution_eq hH hU hV t
  rw [zero_add] at h
  calc U (t + τ) = (P * Q) * U (t + τ) := by rw [mul_eq_one_comm.mp hQP, one_mul]
    _ = P * (U t * (Q * U τ)) := by rw [mul_assoc, h]
    _ = P * U t * Q * U τ := by simp only [mul_assoc]
```

For the converse, `d1` and `d2` differentiate the two sides of the factorization, and uniqueness of the derivative equates the results. Unitarity removes $U(t+\tau)$ at the end.

```lean
/-- Conversely, if `Q` is the inverse of `P` and the propagator of a Hermitian `H` factorizes as `U
(t + τ) = P U(t) Q U(τ)` at all times, then a time shift by `τ` acts on `H` as conjugation by `P`.
-/
theorem symmetry_of_propagator_shift (hH : ∀ t, (H t).IsHermitian)
    (hU : IsPropagator H U) (hQP : Q * P = 1)
    (hshift : ∀ t, U (t + τ) = P * U t * Q * U τ) (t : ℝ) :
    H (t + τ) = P * H t * Q := by
  have dc : ∀ C : Matrix n n ℂ, HasMatrixDerivAt (fun _ => C) 0 t :=
    fun C i j => hasDerivAt_const t (C i j)
  have d2 := ((dc P).mul (hU.schrodinger t)).mul (dc (Q * U τ))
  -- differentiate both sides of the factorization
  have e : (-Complex.I) • (H (t + τ) * U (t + τ))
      = (0 * U t + P * ((-Complex.I) • (H t * U t))) * (Q * U τ) + P * U t * 0 := by
    ext i j
    have d1 : HasDerivAt (fun s => U (s + τ) i j)
        (((-Complex.I) • (H (t + τ) * U (t + τ))) i j) t :=
      HasDerivAt.comp_add_const t τ (hU.schrodinger (t + τ) i j)
    have hf : (fun s => U (s + τ) i j) = fun s => (P * U s * (Q * U τ)) i j := by
      funext s
      rw [hshift s, mul_assoc (P * U s)]
    rw [hf] at d1
    exact d1.unique (d2 i j)
  have e2 : P * (H t * U t) * (Q * U τ) = P * H t * Q * U (t + τ) := by
    rw [hshift t]
    calc P * (H t * U t) * (Q * U τ) = P * H t * 1 * U t * Q * U τ := by
          simp only [mul_assoc, one_mul]
      _ = P * H t * Q * (P * U t * Q * U τ) := by
          rw [← hQP]
          simp only [mul_assoc]
  rw [zero_mul, zero_add, mul_zero, add_zero, Matrix.mul_smul, Matrix.smul_mul, e2] at e
  have e3 : H (t + τ) * U (t + τ) = P * H t * Q * U (t + τ) := by
    have h := congrArg (fun M => Complex.I • M) e
    simpa only [neg_smul, smul_neg, smul_smul, Complex.I_mul_I, one_smul, neg_neg] using h
  -- cancel the unitary propagator
  have h1 := propagator_unitary hH hU (t + τ)
  calc H (t + τ) = H (t + τ) * U (t + τ) * (U (t + τ))ᴴ := by rw [mul_assoc, h1, mul_one]
    _ = P * H t * Q := by rw [e3, mul_assoc, h1, mul_one]
```

Repeated shifts follow by induction, since $U((k+1)\tau)=P\,P^k(Q\,U(\tau))^k\,Q\,U(\tau)$.

```lean
/-- If a time shift by `τ` acts on a Hermitian `H` as conjugation by `P` (with inverse `Q`), the
propagator over `N` shifts is `P ^ N (Q U(τ)) ^ N`. -/
theorem propagator_multiple_shift (hH : ∀ t, (H t).IsHermitian) (hU : IsPropagator H U)
    (hQP : Q * P = 1) (hsym : ∀ t, H (t + τ) = P * H t * Q) (N : ℕ) :
    U (N * τ) = P ^ N * (Q * U τ) ^ N := by
  induction N with
  | zero => simp [hU.initial]
  | succ k ih =>
    have ht : ((k + 1 : ℕ) : ℝ) * τ = k * τ + τ := by
      push_cast
      ring
    rw [ht, propagator_shift hH hU hQP hsym, ih, pow_succ' P, pow_succ (Q * U τ)]
    simp only [mul_assoc]
```

## Dynamical parity and Floquet factors

`dynamical_parity` sets $Q=P$ and $t=\tau=T/2$. The matrix $P$ need not be Hermitian or unitary, and $T$ may be any real number. Periodicity of $H$ is not a separate hypothesis: applying the symmetry twice gives $H(t+T)=P^2H(t)P^2=H(t)$.

```lean
/-- Dynamical parity: if `H` is Hermitian, `P ^ 2 = 1` and `H (t + T/2) = P H(t) P`, then the
one-period propagator is the square of `P U(T/2)`. -/
theorem dynamical_parity {T : ℝ} (hH : ∀ t, (H t).IsHermitian) (hU : IsPropagator H U)
    (hP : P ^ 2 = 1) (hsym : ∀ t, H (t + T / 2) = P * H t * P) :
    U T = (P * U (T / 2)) ^ 2 := by
  have h := propagator_shift hH hU (by rw [← pow_two, hP]) hsym (T / 2)
  rw [add_halves] at h
  rw [h, pow_two]
  simp only [mul_assoc]
```

If $P\,U(T/2)v=\mu v$, applying the same matrix again gives $U(T)v=\mu^2v$. For nonzero $v$, $\mu^2$ is the Floquet factor of that state.

```lean
/-- For a Hermitian `H` with dynamical parity, a state multiplied by `μ` under `P U(T/2)` is
multiplied by `μ ^ 2` over the full period. -/
theorem floquet_factor_sq {T : ℝ} (hH : ∀ t, (H t).IsHermitian) (hU : IsPropagator H U)
    (hP : P ^ 2 = 1) (hsym : ∀ t, H (t + T / 2) = P * H t * P) {v : n → ℂ} {μ : ℂ}
    (hv : (P * U (T / 2)) *ᵥ v = μ • v) : U T *ᵥ v = μ ^ 2 • v := by
  rw [dynamical_parity hH hU hP hsym, pow_two, ← Matrix.mulVec_mulVec, hv,
    Matrix.mulVec_smul, hv, smul_smul, pow_two]
```

## Two levels that exchange their energies

An example with period $2\pi$ has the energies $a\pm\sin t$, where $a$ is a real constant.

```lean
/-- A two-level Hamiltonian with energies `a + sin t` and `a - sin t`. -/
def levelH (a t : ℝ) : Matrix (Fin 2) (Fin 2) ℂ :=
  !![((a + Real.sin t : ℝ) : ℂ), 0; 0, ((a - Real.sin t : ℝ) : ℂ)]
```

Integrating the energies from time zero gives the phases $at\pm(1-\cos t)$.

```lean
/-- The diagonal matrix of the phase factors acquired by the two levels since time zero. -/
def levelU (a t : ℝ) : Matrix (Fin 2) (Fin 2) ℂ :=
  !![Complex.exp (-Complex.I * ((a * t + (1 - Real.cos t) : ℝ) : ℂ)), 0;
    0, Complex.exp (-Complex.I * ((a * t - (1 - Real.cos t) : ℝ) : ℂ))]
```

The parity exchanges the levels.

```lean
/-- The exchange of the two levels. -/
def swap : Matrix (Fin 2) (Fin 2) ℂ := !![0, 1; 1, 0]
```

The theorem below verifies each hypothesis of `dynamical_parity` for this system. `phase` differentiates the exponentials, and the symmetry follows from $\sin(t+\pi)=-\sin t$: half a period later, each level has the energy that the other had.

```lean
/-- The two-level system `levelH` with propagator `levelU`, parity `swap` and period `2π`
meets all hypotheses of dynamical parity. -/
theorem dynamical_parity_witness (a : ℝ) :
    (∀ t, (levelH a t).IsHermitian) ∧ IsPropagator (levelH a) (levelU a) ∧ swap ^ 2 = 1 ∧
      ∀ t, levelH a (t + 2 * Real.pi / 2) = swap * levelH a t * swap := by
  refine ⟨fun t => ?_, ⟨fun t => ?_, ?_⟩, ?_, fun t => ?_⟩
  · ext i j
    fin_cases i <;> fin_cases j <;> simp [levelH, -Complex.ofReal_sin]
  · -- each level only acquires a phase
    have phase : ∀ (f : ℝ → ℝ) (f' : ℝ), HasDerivAt f f' t →
        HasDerivAt (fun s => Complex.exp (-Complex.I * (f s : ℂ)))
          (-Complex.I * ((f' : ℂ) * Complex.exp (-Complex.I * (f t : ℂ)))) t :=
      fun f f' h => ((h.ofReal_comp.const_mul (-Complex.I)).cexp).congr_deriv (by ring)
    have hc := (Real.hasDerivAt_cos t).const_sub 1
    have hl := (hasDerivAt_id' t).const_mul a
    have h1 : HasDerivAt (fun s => a * s + (1 - Real.cos s)) (a + Real.sin t) t :=
      (hl.fun_add hc).congr_deriv (by ring)
    have h2 : HasDerivAt (fun s => a * s - (1 - Real.cos s)) (a - Real.sin t) t :=
      (hl.fun_sub hc).congr_deriv (by ring)
    intro i j
    fin_cases i <;> fin_cases j
    · exact (phase _ _ h1).congr_deriv (by simp [levelH, levelU])
    · exact (hasDerivAt_const t (0 : ℂ)).congr_deriv (by simp [levelH, levelU])
    · exact (hasDerivAt_const t (0 : ℂ)).congr_deriv (by simp [levelH, levelU])
    · exact (phase _ _ h2).congr_deriv (by simp [levelH, levelU])
  · ext i j
    fin_cases i <;> fin_cases j <;> simp [levelU]
  · ext i j
    fin_cases i <;> fin_cases j <;> simp [swap, pow_two]
  · have hpi : 2 * Real.pi / 2 = Real.pi := by ring
    rw [hpi]
    ext i j
    fin_cases i <;> fin_cases j <;>
      simp [levelH, swap, Real.sin_add_pi, sub_eq_add_neg, -Complex.ofReal_sin]

end

end DynamicalParity
```

```lean
#print axioms DynamicalParity.symmetry_of_propagator_shift
#print axioms DynamicalParity.propagator_multiple_shift
#print axioms DynamicalParity.dynamical_parity
#print axioms DynamicalParity.floquet_factor_sq
```

```
'DynamicalParity.symmetry_of_propagator_shift' depends on axioms: [propext, Classical.choice, Quot.sound]
'DynamicalParity.propagator_multiple_shift' depends on axioms: [propext, Classical.choice, Quot.sound]
'DynamicalParity.dynamical_parity' depends on axioms: [propext, Classical.choice, Quot.sound]
'DynamicalParity.floquet_factor_sq' depends on axioms: [propext, Classical.choice, Quot.sound]
```
